# The open Ising chain: correlations tanh(K)^|i−j| and, for K ≥ 0, no long-range order

An open chain has N = n + 1 classical spins on sites 0, …, n, with n ≥ 0. There is no magnetic field, and only nearest neighbours interact. Two neighbouring spins s and s′, each +1 or −1, have energy −J s s′, where J is the exchange energy. The dimensionless coupling is K = J/(k_B T), so for J ≠ 0 a finite K means a nonzero temperature.

```lean
import Mathlib

open Finset Filter Topology
open Real (exp tanh)

namespace IsingChainFluctuations

noncomputable section

variable {n : ℕ}
```

A configuration s assigns +1 or −1 to each site. In Lean these values are the units `ℤˣ` of the integers.

```lean
/-- Configurations of an open chain of `n + 1` Ising spins, each equal to `1` or `-1`. -/
abbrev Config (n : ℕ) := Fin (n + 1) → ℤˣ
```

For use in averages, `spin s i` is the value s_i as a real number.

```lean
/-- The value of the spin at site `i`, as a real number. -/
def spin (s : Config n) (i : Fin (n + 1)) : ℝ := ((s i : ℤ) : ℝ)
```

Bond b joins sites b and b + 1, written `b.castSucc` and `b.succ`, for b = 0, …, n − 1. The Boltzmann weight is

w(s) = exp(K Σ_b s_b s_{b+1}).

```lean
/-- The Boltzmann weight `exp (K ∑ s_b s_(b+1))`, summed over the `n` bonds. -/
def weight (K : ℝ) (s : Config n) : ℝ :=
  exp (K * ∑ b : Fin n, spin s b.castSucc * spin s b.succ)
```

The thermal average is a finite sum over all 2^N configurations:

⟨f⟩ = Σ_s f(s) w(s) / Z, with Z = Σ_s w(s).

```lean
/-- The Gibbs average of an observable `f`. -/
def gibbsAvg (K : ℝ) (f : Config n → ℝ) : ℝ :=
  (∑ s, f s * weight K s) / ∑ s : Config n, weight K s
```

The total magnetization is M = Σ_i s_i.

```lean
/-- The total magnetization `M = ∑ s_i`. -/
def magnetization (s : Config n) : ℝ := ∑ i, spin s i
```

## Reversing the spins beyond one bond

Let R_b reverse every spin at a site k > b and leave the others alone.

```lean
/-- Reverses every spin to the right of the bond `b`. -/
def flipRight (b : Fin n) (s : Config n) : Config n :=
  fun k => if (b : ℕ) < (k : ℕ) then -s k else s k
```

Thus (R_b s)_k = −s_k for k > b, and (R_b s)_k = s_k otherwise.

```lean
/-- Reversal to the right of `b` changes the sign of exactly the spins beyond that bond. -/
theorem spin_flipRight (b : Fin n) (s : Config n) (k : Fin (n + 1)) :
    spin (flipRight b s) k = if (b : ℕ) < (k : ℕ) then -spin s k else spin s k := by
  unfold spin flipRight
  split_ifs <;> simp
```

A bond left of b keeps both its spins, and a bond right of b has both reversed, so neither product changes. Only s_b s_{b+1} changes sign, and therefore

w(R_b s) = exp(−2K s_b s_{b+1}) w(s).

In the proof, `term` makes this three-way comparison of bond positions; summing over the bonds then leaves only the change at b.

```lean
/-- Reversing all spins to the right of a bond multiplies the Boltzmann weight by
`exp (-2 K s_b s_(b+1))`. -/
theorem weight_flipRight (K : ℝ) (b : Fin n) (s : Config n) :
    weight K (flipRight b s) =
      exp (-(2 * K * (spin s b.castSucc * spin s b.succ))) * weight K s := by
  -- only the bond `b` changes its energy
  have term : ∀ c : Fin n,
      spin (flipRight b s) c.castSucc * spin (flipRight b s) c.succ =
        spin s c.castSucc * spin s c.succ -
          if c = b then 2 * (spin s c.castSucc * spin s c.succ) else 0 := by
    intro c
    have e1 : (c.castSucc : ℕ) = c := rfl
    have e2 : (c.succ : ℕ) = c + 1 := rfl
    rw [spin_flipRight, spin_flipRight, e1, e2]
    rcases lt_trichotomy (c : ℕ) b with h | h | h
    · rw [if_neg (show ¬ (b : ℕ) < c by omega), if_neg (show ¬ (b : ℕ) < c + 1 by omega),
        if_neg (show ¬ c = b by rintro rfl; omega)]; ring
    · rw [if_neg (show ¬ (b : ℕ) < c by omega), if_pos (show (b : ℕ) < c + 1 by omega),
        if_pos (Fin.ext h)]; ring
    · rw [if_pos h, if_pos (show (b : ℕ) < c + 1 by omega),
        if_neg (show ¬ c = b by rintro rfl; omega)]; ring
  unfold weight
  simp only [term, sum_sub_distrib, sum_ite_eq', mem_univ, if_true]
  rw [← Real.exp_add]
  congr 1
  ring
```

## One more bond, one more factor tanh K

Write t = tanh K and take i ≤ b. The claim ⟨s_i s_{b+1}⟩ = t ⟨s_i s_b⟩ says that the sum over s of

F(s) = s_i (s_{b+1} − t s_b) w(s)

vanishes. Since s_i and s_b are unaffected by R_b,

F(R_b s) = −s_i (s_{b+1} + t s_b) exp(−2K s_b s_{b+1}) w(s).

From 1 ± t = 2 exp(±K)/(exp(K) + exp(−K)) one gets

(1 + t) exp(−2K) = 1 − t and (1 − t) exp(2K) = 1 + t.

Checking the four sign choices for y = s_b and z = s_{b+1} gives

(z + t y) exp(−2K y z) = z − t y,

so F(R_b s) = −F(s). Applying R_b twice restores s, so R_b only permutes the configurations. Hence Σ F = −Σ F = 0. The Lean steps are `bal` for the identity, `inv` for the permutation and `odd` for the vanishing sum.

```lean
/-- Moving the right-hand spin of a correlation function one site further from `i`
multiplies the correlation by `tanh K`. -/
theorem correlation_step (K : ℝ) (b : Fin n) (i : Fin (n + 1)) (hi : (i : ℕ) ≤ b) :
    gibbsAvg K (fun s => spin s i * spin s b.succ) =
      tanh K * gibbsAvg K (fun s => spin s i * spin s b.castSucc) := by
  have pm : ∀ (s : Config n) k, spin s k = 1 ∨ spin s k = -1 := by
    intro s k
    rcases Int.units_eq_one_or (s k) with h | h <;> simp [spin, h]
  have he : exp K * exp (-K) = 1 := by
    rw [← Real.exp_add, add_neg_cancel, Real.exp_zero]
  have ht : tanh K * Real.cosh K = Real.sinh K := by
    rw [Real.tanh_eq_sinh_div_cosh, div_mul_cancel₀ _ (Real.cosh_pos K).ne']
  rw [Real.cosh_eq, Real.sinh_eq] at ht
  -- the balance between a bond and its reversed partner
  have bal : ∀ y z : ℝ, (y = 1 ∨ y = -1) → (z = 1 ∨ z = -1) →
      (z + tanh K * y) * exp (-(2 * K * (y * z))) = z - tanh K * y := by
    have h1 : (1 + tanh K) * (exp (-K) * exp (-K)) = 1 - tanh K := by
      linear_combination 2 * exp (-K) * ht + (1 - tanh K) * he
    have h2 : (1 - tanh K) * (exp K * exp K) = 1 + tanh K := by
      linear_combination -2 * exp K * ht + (1 + tanh K) * he
    intro y z hy hz
    rcases hy with rfl | rfl <;> rcases hz with rfl | rfl
    · rw [show -(2 * K * (1 * 1)) = -K + -K by ring, Real.exp_add]; linear_combination h1
    · rw [show -(2 * K * (1 * -1)) = K + K by ring, Real.exp_add]; linear_combination -h2
    · rw [show -(2 * K * (-1 * 1)) = K + K by ring, Real.exp_add]; linear_combination h2
    · rw [show -(2 * K * (-1 * -1)) = -K + -K by ring, Real.exp_add]; linear_combination -h1
  have inv : Function.Involutive (flipRight b) := by
    intro s
    funext k
    simp only [flipRight]
    split_ifs <;> simp
  -- a sum that is odd under the reversal vanishes
  have odd : ∀ F : Config n → ℝ, (∀ s, F (flipRight b s) = -F s) → ∑ s, F s = 0 := by
    intro F hF
    have h := inv.bijective.sum_comp F
    simp only [hF, sum_neg_distrib] at h
    linarith
  unfold gibbsAvg
  rw [← mul_div_assoc]
  congr 1
  rw [mul_sum, ← sub_eq_zero, ← sum_sub_distrib]
  apply odd
  intro s
  beta_reduce
  rw [weight_flipRight, spin_flipRight, spin_flipRight, spin_flipRight,
    if_neg (not_lt_of_ge hi),
    if_pos (show (b : ℕ) < (b.succ : ℕ) from Nat.lt_succ_self (b : ℕ)),
    if_neg (show ¬ (b : ℕ) < (b.castSucc : ℕ) from lt_irrefl (b : ℕ))]
  linear_combination (-(spin s i) * weight K s) * bal _ _ (pm s b.castSucc) (pm s b.succ)
```

At distance zero, s_i² = 1 gives ⟨s_i s_i⟩ = Z/Z = 1. Each further bond contributes a factor t, so induction on the distance gives, for every real K,

⟨s_i s_j⟩ = t^|i−j|.

The lemma `aux` treats i ≤ j, and commuting the two spins covers the other order. The exponent is the `natAbs` of an integer difference.

```lean
/-- The two-point function of the open chain is `⟨s_i s_j⟩ = tanh(K) ^ |i - j|`. -/
theorem correlation (K : ℝ) (i j : Fin (n + 1)) :
    gibbsAvg K (fun s => spin s i * spin s j) =
      tanh K ^ (((i : ℕ) : ℤ) - ((j : ℕ) : ℤ)).natAbs := by
  -- induction on the distance, for ordered sites
  have aux : ∀ (i : Fin (n + 1)) (d : ℕ) (j : Fin (n + 1)), (j : ℕ) = i + d →
      gibbsAvg K (fun s => spin s i * spin s j) = tanh K ^ d := by
    intro i d
    induction d with
    | zero =>
      intro j hj
      have hji : j = i := Fin.ext hj
      have hs : ∀ s : Config n, spin s i * spin s i = 1 := by
        intro s
        rcases Int.units_eq_one_or (s i) with h | h <;> simp [spin, h]
      have hZ : 0 < ∑ s : Config n, weight K s :=
        sum_pos (fun s _ => Real.exp_pos _) univ_nonempty
      rw [hji, pow_zero]
      simp only [gibbsAvg, hs, one_mul]
      exact div_self hZ.ne'
    | succ d ih =>
      intro j hj
      have hlt := j.isLt
      obtain ⟨b, hb⟩ : ∃ b : Fin n, (b : ℕ) = i + d := ⟨⟨i + d, by omega⟩, rfl⟩
      have hjb : j = b.succ := Fin.ext (by rw [Fin.val_succ]; omega)
      rw [hjb, correlation_step K b i (by omega), ih b.castSucc hb, pow_succ, mul_comm]
  rcases le_total (i : ℕ) j with h | h
  · exact aux i _ j (by omega)
  · rw [show (fun s : Config n => spin s i * spin s j) = fun s => spin s j * spin s i from
      funext fun s => mul_comm _ _]
    exact aux j _ i (by omega)
```

## Summing the correlations

Let S_N = Σ_{i,j<N} t^|i−j| and A_N = t + t² + … + t^N. The geometric sum satisfies (1 − t) A_N = t(1 − t^N), which is `edge`. Adding site N contributes its diagonal term and two equal edge sums:

S_{N+1} = S_N + 1 + 2A_N.

Starting from S_0 = 0, induction yields

(1 − t)² S_N = N(1 − t²) − 2t(1 − t^N).

```lean
/-- A closed form for `(1 - t)²` times the sum of `t ^ |i - j|` over all ordered pairs `(i, j)` of
`N` sites, including `i = j`. -/
theorem sum_pow_dist (t : ℝ) (N : ℕ) :
    (1 - t) ^ 2 * ∑ i ∈ range N, ∑ j ∈ range N, t ^ ((i : ℤ) - (j : ℤ)).natAbs =
      N * (1 - t ^ 2) - 2 * t * (1 - t ^ N) := by
  -- correlations of the last site with all earlier ones
  have edge : ∀ N : ℕ, (1 - t) * ∑ i ∈ range N, t ^ ((i : ℤ) - (N : ℤ)).natAbs =
      t * (1 - t ^ N) := by
    intro N
    induction N with
    | zero => simp
    | succ N ih =>
      have shift : ∀ i : ℕ, (((i + 1 : ℕ) : ℤ) - ((N + 1 : ℕ) : ℤ)).natAbs =
          ((i : ℤ) - (N : ℤ)).natAbs := by intro i; omega
      have first : (((0 : ℕ) : ℤ) - ((N + 1 : ℕ) : ℤ)).natAbs = N + 1 := by omega
      rw [sum_range_succ', first]
      simp only [shift]
      linear_combination ih
  induction N with
  | zero => simp
  | succ N ih =>
    have symm : ∀ j : ℕ, ((N : ℤ) - (j : ℤ)).natAbs = ((j : ℤ) - (N : ℤ)).natAbs := by
      intro j; omega
    have diag : ((N : ℤ) - (N : ℤ)).natAbs = 0 := by omega
    simp only [sum_range_succ, sum_add_distrib]
    rw [diag, sum_congr rfl fun j _ => congrArg (fun d => t ^ d) (symm j),
      Nat.cast_add, Nat.cast_one]
    linear_combination ih + 2 * (1 - t) * edge N
```

Reversing every spin leaves w unchanged and changes the sign of M, so ⟨M⟩ = 0 and ⟨M²⟩ is the variance of M, called its fluctuation here. Expanding M² = Σ_{i,j} s_i s_j and averaging term by term gives ⟨M²⟩ = S_N. The theorem keeps the factor (1 − t)² on the left; dividing by N(1 − t)², which is positive because t < 1, gives

⟨M²⟩/N = (1 + t)/(1 − t) − 2t(1 − t^N)/(N(1 − t)²).

For a Monte Carlo code run on this open, zero-field, nearest-neighbour chain, the formula supplies a reference value at every finite N.

```lean
/-- The exact magnetization fluctuation `⟨M²⟩` of `N = n + 1` spins, multiplied by
`(1 - tanh K)²`. -/
theorem fluctuation_eq (K : ℝ) (n : ℕ) :
    (1 - tanh K) ^ 2 * gibbsAvg K (fun s : Config n => magnetization s ^ 2) =
      ((n : ℝ) + 1) * (1 - tanh K ^ 2) - 2 * tanh K * (1 - tanh K ^ (n + 1)) := by
  -- the second moment is the sum of all two-point functions
  have expand : gibbsAvg K (fun s : Config n => magnetization s ^ 2) =
      ∑ i, ∑ j, gibbsAvg K (fun s : Config n => spin s i * spin s j) := by
    have h : ∀ s : Config n, magnetization s ^ 2 * weight K s =
        ∑ i, ∑ j, spin s i * spin s j * weight K s := by
      intro s
      rw [magnetization, sq, sum_mul_sum]
      simp only [sum_mul]
    simp only [gibbsAvg, h, ← sum_div]
    congr 1
    rw [sum_comm]
    exact sum_congr rfl fun i _ => sum_comm
  have hS := sum_pow_dist (tanh K) (n + 1)
  rw [Nat.cast_add, Nat.cast_one] at hS
  rw [expand, ← hS]
  simp only [correlation, sum_range]
```

If K ≥ 0, then 0 ≤ t < 1 and the subtracted term is nonnegative, so

⟨M²⟩/N ≤ (1 + t)/(1 − t).

The hypothesis `0 ≤ K` selects ferromagnetic or zero coupling; for K < 0 the correction has the opposite sign. Lean clears the denominators and combines `fluctuation_eq` with the sign of the correction, `hc`.

```lean
/-- For `K ≥ 0` the fluctuation per spin of a chain of `N = n + 1` spins obeys
`⟨M²⟩ / N ≤ (1 + tanh K) / (1 - tanh K)`. -/
theorem fluctuation_le (K : ℝ) (hK : 0 ≤ K) (n : ℕ) :
    gibbsAvg K (fun s : Config n => magnetization s ^ 2) / ((n : ℝ) + 1) ≤
      (1 + tanh K) / (1 - tanh K) := by
  have h0 : 0 ≤ tanh K := by
    rw [Real.tanh_eq_sinh_div_cosh]
    exact div_nonneg (Real.sinh_nonneg_iff.2 hK) (Real.cosh_pos K).le
  have h1 : 0 < 1 - tanh K := by
    rw [sub_pos, Real.tanh_eq_sinh_div_cosh, div_lt_one (Real.cosh_pos K),
      Real.sinh_eq, Real.cosh_eq]
    linarith [Real.exp_pos (-K)]
  have hP : tanh K ^ (n + 1) ≤ 1 := pow_le_one₀ h0 (by linarith)
  -- the finite-size correction only lowers the fluctuation
  have hc : 0 ≤ 2 * tanh K * (1 - tanh K ^ (n + 1)) :=
    mul_nonneg (by linarith) (by linarith)
  rw [div_le_div_iff₀ (by positivity) h1]
  refine le_of_mul_le_mul_left ?_ h1
  nlinarith [fluctuation_eq K n, hc]
```

Dividing by N once more, at fixed K ≥ 0,

0 ≤ ⟨M²⟩/N² ≤ (1 + t)/((1 − t)N) → 0.

This is the absence of long-range order, expressed by `Tendsto` as n → ∞ and proved by `squeeze_zero`. The limit is taken at fixed K, and the constant (1 + t)/(1 − t) = exp(2K) grows rapidly on cooling if the exchange energy is positive. The theorem concerns this chain alone, with no statement about higher dimensions, long-range couplings or continuous spins.

```lean
/-- For `K ≥ 0` the mean squared magnetization per site, `⟨M²⟩ / N²`, tends to zero as the
chain grows. -/
theorem no_long_range_order (K : ℝ) (hK : 0 ≤ K) :
    Tendsto (fun n : ℕ =>
      gibbsAvg K (fun s : Config n => magnetization s ^ 2) / ((n : ℝ) + 1) ^ 2) atTop
      (𝓝 0) := by
  have h := (tendsto_one_div_add_atTop_nhds_zero_nat (𝕜 := ℝ)).const_mul
    ((1 + tanh K) / (1 - tanh K))
  rw [mul_zero] at h
  refine squeeze_zero (fun n => ?_) (fun n => ?_) h
  · simp only [gibbsAvg, weight]
    positivity
  · have hN : 0 < (n : ℝ) + 1 := by positivity
    rw [pow_two ((n : ℝ) + 1), ← div_div, div_le_iff₀ hN, mul_assoc,
      one_div_mul_cancel hN.ne', mul_one]
    exact fluctuation_le K hK n

end

end IsingChainFluctuations
```

```lean
#print axioms IsingChainFluctuations.no_long_range_order
-- 'IsingChainFluctuations.no_long_range_order' depends on axioms: [propext, Classical.choice, Quot.sound]
```
